# The error of n-point Gauss quadrature in matrix elements of x² between polynomials of degree below n

Take two real wave functions `√w·p` and `√w·q` on a finite interval, where the weight `w` is continuous and positive and the polynomials `p` and `q` have degree below `n`. The theorem `quadrature_defect` says that the exact matrix element of x² between them, minus its value on the grid of an `n`-point Gauss rule, is the product of the coefficients of x^(n-1) in `p` and `q` times the weighted integral of the squared node polynomial, the node polynomial being the monic one with its zeros at the grid points. The wave functions need not be normalised; for normalised matrix elements of nonzero functions, both sides are divided by the product of the two norms. The proof subtracts from `X ^ 2 * p * q` the multiple of the squared node polynomial that cancels the term of degree `2n`, which leaves a polynomial the rule integrates exactly and doesn't change the grid sum.

As first written in Lean, the proof fails:

```lean
import Mathlib

open Polynomial Matrix

namespace QuadratureDefect

noncomputable section

variable {n : ℕ} {w : ℝ → ℝ} {a b : ℝ} {c x : Fin n → ℝ} {f : Fin n → ℝ[X]}

/-- The exact weighted integral of a polynomial from `a` to `b`. -/
def exactInt (w : ℝ → ℝ) (a b : ℝ) (p : ℝ[X]) : ℝ := ∫ t in a..b, w t * p.eval t

/-- The grid sum of a polynomial with nodes `x` and quadrature weights `c`. -/
def gridSum (c x : Fin n → ℝ) (p : ℝ[X]) : ℝ := ∑ i, c i * p.eval (x i)

/-- An `n`-point rule that is exact below degree `2n` for a continuous positive weight
on `[a, b]`, `a < b`. -/
structure IsGaussRule (w : ℝ → ℝ) (a b : ℝ) (c x : Fin n → ℝ) : Prop where
  lt : a < b
  cont : ContinuousOn w (Set.Icc a b)
  pos : ∀ t ∈ Set.Icc a b, 0 < w t
  exact_below : ∀ p : ℝ[X], p.natDegree < 2 * n → exactInt w a b p = gridSum c x p

/-- The product of `X - x i` over the grid points, a monic polynomial that vanishes at each. -/
def nodePoly (x : Fin n → ℝ) : ℝ[X] := ∏ i, (X - C (x i))

/-- For an `n`-point Gauss rule and `p`, `q` of degree below `n`, the exact `x²` matrix element
minus its grid value is the product of their coefficients of `x^(n-1)` times the weighted integral
of the squared node polynomial. -/
theorem quadrature_defect (hG : IsGaussRule w a b c x) {p q : ℝ[X]}
    (hp : p.natDegree < n) (hq : q.natDegree < n) :
    exactInt w a b (X ^ 2 * p * q) = gridSum c x (X ^ 2 * p * q) +
      exactInt w a b (nodePoly x ^ 2) * (p.coeff (n - 1) * q.coeff (n - 1)) := by
  have hmon : (nodePoly x).Monic := monic_prod_of_monic _ _ fun i _ => monic_X_sub_C (x i)
  have hN : (nodePoly x ^ 2).natDegree = 2 * n := by
    rw [hmon.natDegree_pow, nodePoly, natDegree_prod_of_monic _ _ fun i _ => monic_X_sub_C (x i)]
    simp
  have htop : (p * q).coeff (n - 1 + (n - 1)) = p.coeff (n - 1) * q.coeff (n - 1) :=
    coeff_mul_of_natDegree_le (by omega) (by omega)
  have hpq := natDegree_mul_le (p := p) (q := q)
  generalize p.coeff (n - 1) * q.coeff (n - 1) = k at htop ⊢
  -- subtracting the squared node polynomial removes the term of degree `2n`
  have hdeg : (X ^ 2 * p * q - C k * nodePoly x ^ 2).natDegree ≤ 2 * n - 1 := by
    refine natDegree_le_iff_coeff_eq_zero.2 fun m hm => ?_
    obtain ⟨l, rfl⟩ : ∃ l, m = l + 2 := ⟨m - 2, by omega⟩
    rw [coeff_sub, coeff_C_mul, mul_assoc (X ^ 2), coeff_X_pow_mul]
    rcases eq_or_ne l (n - 1 + (n - 1)) with hl | hl
    · rw [show l + 2 = (nodePoly x ^ 2).natDegree by omega, (hmon.pow 2).coeff_natDegree,
        hl, htop]
      ring
    · rw [coeff_eq_zero_of_natDegree_lt (show (p * q).natDegree < l by omega),
        coeff_eq_zero_of_natDegree_lt (show (nodePoly x ^ 2).natDegree < l + 2 by omega)]
      ring
  have hi : ∀ r : ℝ[X], IntervalIntegrable (fun t => w t * r.eval t) MeasureTheory.volume a b :=
    fun r => ContinuousOn.intervalIntegrable (by
      rw [Set.uIcc_of_le hG.lt.le]
      exact hG.cont.mul r.continuous.continuousOn)
  have hex : exactInt w a b (X ^ 2 * p * q - C k * nodePoly x ^ 2) =
      exactInt w a b (X ^ 2 * p * q) - k * exactInt w a b (nodePoly x ^ 2) := by
    unfold exactInt
    rw [← intervalIntegral.integral_const_mul,
      ← intervalIntegral.integral_sub (hi _) ((hi _).const_mul _)]
    refine intervalIntegral.integral_congr fun t _ => ?_
    simp only [eval_sub, eval_mul, eval_C]
    ring
  -- the node polynomial is invisible on the grid
  have hgrid : gridSum c x (X ^ 2 * p * q - C k * nodePoly x ^ 2) =
      gridSum c x (X ^ 2 * p * q) := by
    refine Finset.sum_congr rfl fun i _ => ?_
    have h0 : (nodePoly x).eval (x i) = 0 := by
      rw [nodePoly, eval_prod]
      exact Finset.prod_eq_zero (Finset.mem_univ i) (by simp)
    simp [h0]
  have h := hG.exact_below _ (show _ < 2 * n by omega)
  rw [hex, hgrid] at h
  linear_combination h

end

end QuadratureDefect
```

Lean reports:

```
Main.lean:40:4: error(lean.unknownIdentifier): Unknown identifier `coeff_mul_of_natDegree_le`
Main.lean:75:48: error: omega could not prove the goal:
a possible counterexample may satisfy the constraints
  i ≥ 0
  h ≥ 0
  g ≥ 0
  f ≥ 0
  e ≥ 0
  e + f - g ≥ 0
  d ≥ 1
  d - e ≥ 1
  d - f ≥ 1
  d ≥ 0
  d ≥ 1
  2*d - h ≥ 1
  2*d - i ≤ 0
where
 d := ↑n
 e := ↑p.natDegree
 f := ↑q.natDegree
 g := ↑(p * q).natDegree
 h := ↑(X ^ 2 * p * q - C k * nodePoly x ^ 2).natDegree
 i := ↑(natDegree ?m.835)
```

The mended proof, as a diff:

```diff
@@ -38,8 +38,8 @@
     simp
   have htop : (p * q).coeff (n - 1 + (n - 1)) = p.coeff (n - 1) * q.coeff (n - 1) :=
-    coeff_mul_of_natDegree_le (by omega) (by omega)
+    coeff_mul_add_eq_of_natDegree_le (by omega) (by omega)
   have hpq := natDegree_mul_le (p := p) (q := q)
   generalize p.coeff (n - 1) * q.coeff (n - 1) = k at htop ⊢
-  -- subtracting the squared node polynomial removes the term of degree `2n`
+  -- subtracting `k` times the squared node polynomial removes the term of degree `2n`
   have hdeg : (X ^ 2 * p * q - C k * nodePoly x ^ 2).natDegree ≤ 2 * n - 1 := by
     refine natDegree_le_iff_coeff_eq_zero.2 fun m hm => ?_
@@ -73,5 +73,5 @@
       exact Finset.prod_eq_zero (Finset.mem_univ i) (by simp)
     simp [h0]
-  have h := hG.exact_below _ (show _ < 2 * n by omega)
+  have h := hG.exact_below _ (lt_of_le_of_lt hdeg (by omega))
   rw [hex, hgrid] at h
   linear_combination h
```

What went wrong. The first error is a wrong name: Lean finds no `coeff_mul_of_natDegree_le`. The lemma that serves here is `coeff_mul_add_eq_of_natDegree_le`, which gives the coefficient of a product at the sum of two degree bounds as the product of the coefficients at those bounds.

The second error comes from the underscores in `hG.exact_below _ (show _ < 2 * n by omega)`. Nothing there says which polynomial is meant, so `omega` has to bound the degree of an unknown, `natDegree ?m.835`. The bound `hdeg` is among its facts, but it concerns the degree of `X ^ 2 * p * q - C k * nodePoly x ^ 2`, which `omega` treats as a separate number, and it doesn't fill in the unknown by matching the two. In the repair, `lt_of_le_of_lt hdeg` uses `hdeg` itself, and this fixes the polynomial. What is left for `omega` is `2 * n - 1 < 2 * n`, which holds because `hp` makes `n` positive.

The changed comment only adds the missing factor `k` and has no part in the cure.
